# Second-neighbour Dzyaloshinskii–Moriya coupling along the magnetisation separates the two linear spin-wave bands of a honeycomb ferromagnet with nearest-neighbour exchange at every momentum

Q: Take a honeycomb ferromagnet with nearest-neighbour exchange only. Its two magnon bands touch at the Dirac points, where the three nearest-neighbour phases cancel. A Dzyaloshinskii–Moriya coupling between second neighbours is supposed to pull them apart. You say that this is now a theorem about a matrix. Where is the magnet in it?

A: In the matrix entries. Linear spin-wave theory keeps the terms quadratic in the magnon operators. Here these terms conserve the number of magnons, so two sites per cell leave a \(2\times2\) problem at each momentum. Let \(a\) and \(b\) be the Bloch phases along two primitive lattice vectors that are 60° apart. Write the exchange as \(-J\,\mathbf S_i\cdot\mathbf S_j\) and count every bond once in the spin Hamiltonian, for both couplings. In units of \(J\) times the spin length,

\[
H=\begin{pmatrix}3+g&-f\\-\bar f&3-g\end{pmatrix},\qquad f=1+e^{ia}+e^{ib},\qquad g=2D\chi,
\]

\[
\chi=\sin a-\sin b+\sin(b-a).
\]

The 3 counts nearest neighbours. The real number \(D\) is the Dzyaloshinskii–Moriya component along the magnetisation, relative to the exchange. It stands for spin–orbit coupling on second-neighbour bonds that have no inversion centre at their midpoints, and it enters the two sublattices with opposite signs.

In Lean 4 with Mathlib:

```lean
import Mathlib

open Matrix ComplexConjugate

namespace HoneycombTopologicalMagnons

noncomputable section
```

The sum \(f\) is `structureFactor`, and \(\chi\) is `chirality`.

```lean
/-- Nearest-neighbour structure factor of the honeycomb lattice at Bloch phases `a`, `b`. -/
def structureFactor (a b : ℝ) : ℂ :=
  1 + Complex.exp (a * Complex.I) + Complex.exp (b * Complex.I)

/-- Sum of sines produced by the second-neighbour bonds, counted with their orientation. -/
def chirality (a b : ℝ) : ℝ := Real.sin a - Real.sin b + Real.sin (b - a)

/-- Bloch matrix of the magnons with Dzyaloshinskii-Moriya coupling `D`. -/
def magnonMatrix (D a b : ℝ) : Matrix (Fin 2) (Fin 2) ℂ :=
  !![3 + ((2 * D * chirality a b : ℝ) : ℂ), -structureFactor a b;
     -conj (structureFactor a b), 3 - ((2 * D * chirality a b : ℝ) : ℂ)]
```

Q: So the matrix is postulated. Nobody derived it from a spin Hamiltonian.

A: Correct. The ferromagnetic ground state, the expansion about it and the neglect of magnon interactions are all inputs. The word "topological" in the names is also only a label, since no Chern number or edge mode is computed. The theorems concern the spectrum of this matrix for all real \(a\) and \(b\).

Q: Is "energy" at least an eigenvalue, or just a formula with a square root?

A: An eigenvalue. `IsMagnonEnergy` asks for a nonzero vector \(v\) with \(Hv=Ev\), and it lets \(E\) be complex, so reality has to come out of the proof. The square root is defined separately.

```lean
/-- `E` is a magnon energy if the Bloch matrix has a nonzero eigenvector with eigenvalue `E`. -/
def IsMagnonEnergy (D a b : ℝ) (E : ℂ) : Prop :=
  ∃ v : Fin 2 → ℂ, v ≠ 0 ∧ magnonMatrix D a b *ᵥ v = E • v

/-- Half the distance between the two bands. -/
def halfSplitting (D a b : ℝ) : ℝ :=
  √(Complex.normSq (structureFactor a b) + (2 * D * chirality a b) ^ 2)

/-- The lower magnon band. -/
def lowerBand (D a b : ℝ) : ℝ := 3 - halfSplitting D a b

/-- The upper magnon band. -/
def upperBand (D a b : ℝ) : ℝ := 3 + halfSplitting D a b
```

The two are connected by the secular equation:

\[
\det(H-E)=(3-E)^2-g^2-|f|^2=0
\quad\Longrightarrow\quad
E_\pm=3\pm\sqrt{|f|^2+g^2}.
\]

`structureFactor_re_im` records the real and imaginary parts of \(f\), which are needed later. `isMagnonEnergy_iff` then proves that the eigenvalues are exactly `lowerBand` and `upperBand`. It turns the existence of an eigenvector into a vanishing determinant with `Matrix.exists_mulVec_eq_zero_iff`, and `linear_combination` factorises that determinant as \((E-E_-)(E-E_+)\).

```lean
/-- Real and imaginary parts of the structure factor. -/
theorem structureFactor_re_im (a b : ℝ) :
    (structureFactor a b).re = 1 + Real.cos a + Real.cos b ∧
    (structureFactor a b).im = Real.sin a + Real.sin b := by
  constructor <;>
    simp [structureFactor, Complex.exp_ofReal_mul_I_re, Complex.exp_ofReal_mul_I_im]

/-- The magnon energies are exactly the values of the lower and the upper band. -/
theorem isMagnonEnergy_iff (D a b : ℝ) (E : ℂ) :
    IsMagnonEnergy D a b E ↔ E = (lowerBand D a b : ℂ) ∨ E = (upperBand D a b : ℂ) := by
  have key : ∀ v : Fin 2 → ℂ, (magnonMatrix D a b - E • (1 : Matrix (Fin 2) (Fin 2) ℂ)) *ᵥ v = 0
      ↔ magnonMatrix D a b *ᵥ v = E • v := by
    intro v
    rw [Matrix.sub_mulVec, Matrix.smul_mulVec, Matrix.one_mulVec, sub_eq_zero]
  have h2 := Matrix.exists_mulVec_eq_zero_iff
    (M := magnonMatrix D a b - E • (1 : Matrix (Fin 2) (Fin 2) ℂ))
  simp only [key] at h2
  have hM : magnonMatrix D a b - E • (1 : Matrix (Fin 2) (Fin 2) ℂ) =
      !![3 + ((2 * D * chirality a b : ℝ) : ℂ) - E, -structureFactor a b;
         -conj (structureFactor a b), 3 - ((2 * D * chirality a b : ℝ) : ℂ) - E] := by
    ext i j
    fin_cases i <;> fin_cases j <;> simp [magnonMatrix]
  have hs : (halfSplitting D a b : ℂ) ^ 2 = (Complex.normSq (structureFactor a b) : ℂ)
      + ((2 * D * chirality a b : ℝ) : ℂ) ^ 2 := by
    have h : halfSplitting D a b ^ 2 = Complex.normSq (structureFactor a b)
        + (2 * D * chirality a b) ^ 2 :=
      Real.sq_sqrt (add_nonneg (Complex.normSq_nonneg _) (sq_nonneg _))
    exact_mod_cast h
  have hc := Complex.mul_conj (structureFactor a b)
  -- the secular determinant factorises into the two bands
  have hdet : (magnonMatrix D a b - E • (1 : Matrix (Fin 2) (Fin 2) ℂ)).det =
      (E - (lowerBand D a b : ℂ)) * (E - (upperBand D a b : ℂ)) := by
    rw [hM, Matrix.det_fin_two_of, lowerBand, upperBand, Complex.ofReal_sub, Complex.ofReal_add,
      Complex.ofReal_ofNat]
    linear_combination hs - hc
  unfold IsMagnonEnergy
  rw [h2, hdet, mul_eq_zero, sub_eq_zero, sub_eq_zero]
```

Q: Then the bands meet only if \(f\) and \(g\) vanish together. At the Dirac points \(g\neq0\), so we are done.

A: For distinctness, yes: the calculation at \(f=0\) would be enough. The theorems below also find how close the bands come anywhere in the zone, and that needs a bound saying that \(f\) and \(\chi\) cannot both be small:

\[
27\le 27|f|^2+4\chi^2 .
\]

Q: How would I obtain that by hand?

A: Put \(u=(a+b)/2\) and \(v=(a-b)/2\). Then \(f=1+2e^{iu}\cos v\), so

\[
|f|^2=1+4\cos v\,(\cos v+\cos u),\qquad \chi=2\sin v\,(\cos u-\cos v).
\]

With \(k=\cos v\) and \(m=\cos u\), the claim becomes

\[
108\,k(k+m)+16\,(m-k)^2(1-k^2)\ge0 .
\]

If \(k(k+m)\ge0\), both terms are nonnegative. Otherwise, change the signs of \(k\) and \(m\) together if necessary, so that \(k>0\), and set \(n=-(k+m)>0\). Since \(m\ge-1\), we have \(n\le1-k\), and what remains is

\[
27kn\le4(2k+n)^2(1-k^2).
\]

For \(k\le1/3\), use \((2k+n)^2\ge8kn\) and \(1-k^2\ge8/9\). The right side is then at least \(\tfrac{256}{9}kn\), which exceeds \(27kn\).

For \(k\ge1/3\), start from the identity

\[
(2k+n)^2(1-k)-n(1+k)^2=(1-k-n)\bigl(4k^2-n(1-k)\bigr).
\]

Both factors are nonnegative, because \(n\le1-k\le2k\). Multiplying by \(1+k\) gives \((2k+n)^2(1-k^2)\ge n(1+k)^3\). Finally,

\[
4(1+k)^3-27k=(2k-1)^2(k+4)\ge0 .
\]

`polynomial_bound` is this two-case argument, with the squares and products handed to `nlinarith` as hints.

```lean
/-- A polynomial inequality used for the bound on the splitting. -/
theorem polynomial_bound {k n : ℝ} (hk : 0 ≤ k) (hn : 0 ≤ n) (hkn : n ≤ 1 - k) :
    27 * (k * n) ≤ 4 * ((2 * k + n) ^ 2 * (1 - k ^ 2)) := by
  rcases le_total k (1 / 3) with h | h
  · have h1 : 8 * (k * n) ≤ (2 * k + n) ^ 2 := by nlinarith [sq_nonneg (2 * k - n)]
    have h2 : 8 / 9 ≤ 1 - k ^ 2 := by nlinarith
    have h3 := mul_le_mul h1 h2 (by norm_num) (sq_nonneg _)
    nlinarith [mul_nonneg hk hn]
  · have h0 : n * (1 - k) ≤ (2 * k) * (2 * k) :=
      mul_le_mul (by linarith) (by linarith) (by linarith) (by linarith)
    have h1 : n * (1 + k) ^ 2 ≤ (2 * k + n) ^ 2 * (1 - k) := by
      nlinarith [mul_nonneg (sub_nonneg.2 hkn) (sub_nonneg.2 h0)]
    have h2 : 27 * k ≤ 4 * (1 + k) ^ 3 := by
      nlinarith [mul_nonneg (sq_nonneg (2 * k - 1)) (by linarith : (0 : ℝ) ≤ k + 4)]
    have h3 := mul_le_mul_of_nonneg_right h1 (by linarith : (0 : ℝ) ≤ 1 + k)
    have h4 := mul_le_mul_of_nonneg_left h2 hn
    linarith
```

`structureFactor_chirality_bound` makes the change of variables, replaces the cosines by \(m\) and \(k\) with `generalize`, and splits on the signs of \(k\) and \(k+m\). Two of the four cases are immediate, and the other two call `polynomial_bound`.

```lean
/-- The structure factor and the chirality sum cannot both be small at the same momentum. -/
theorem structureFactor_chirality_bound (a b : ℝ) :
    27 ≤ 27 * Complex.normSq (structureFactor a b) + 4 * chirality a b ^ 2 := by
  have key : ∀ u v : ℝ, 27 ≤ 27 * Complex.normSq (structureFactor (u + v) (u - v))
      + 4 * chirality (u + v) (u - v) ^ 2 := by
    intro u v
    -- both quantities in terms of the mean phase u and half the phase difference v
    have hF : Complex.normSq (structureFactor (u + v) (u - v)) =
        1 + 4 * Real.cos v * (Real.cos v + Real.cos u) := by
      rw [Complex.normSq_apply, (structureFactor_re_im _ _).1, (structureFactor_re_im _ _).2,
        Real.cos_add, Real.cos_sub, Real.sin_add, Real.sin_sub]
      linear_combination 4 * Real.cos v ^ 2 * Real.sin_sq_add_cos_sq u
    have hS : chirality (u + v) (u - v) = 2 * Real.sin v * (Real.cos u - Real.cos v) := by
      rw [chirality, show u - v - (u + v) = -(2 * v) by ring, Real.sin_neg, Real.sin_two_mul,
        Real.sin_add, Real.sin_sub]
      ring
    have hS2 : chirality (u + v) (u - v) ^ 2 =
        4 * ((Real.cos u - Real.cos v) ^ 2 * (1 - Real.cos v ^ 2)) := by
      rw [hS]
      linear_combination 4 * (Real.cos u - Real.cos v) ^ 2 * Real.sin_sq_add_cos_sq v
    rw [hF, hS2]
    have hu1 := Real.neg_one_le_cos u
    have hu2 := Real.cos_le_one u
    have hv : 0 ≤ 1 - Real.cos v ^ 2 := by nlinarith [Real.neg_one_le_cos v, Real.cos_le_one v]
    generalize Real.cos u = m at *
    generalize Real.cos v = k at *
    have hp := mul_nonneg (sq_nonneg (m - k)) hv
    rcases le_total 0 k with h | h <;> rcases le_total 0 (k + m) with h' | h'
    · nlinarith [mul_nonneg h h']
    · have := polynomial_bound h (neg_nonneg.2 h') (by linarith)
      linarith
    · have := polynomial_bound (neg_nonneg.2 h) h' (by linarith)
      linarith
    · nlinarith [mul_nonneg_of_nonpos_of_nonpos h h']
  have h := key ((a + b) / 2) ((a - b) / 2)
  rwa [show (a + b) / 2 + (a - b) / 2 = a by ring,
    show (a + b) / 2 - (a - b) / 2 = b by ring] at h
```

Q: And how does \(D\) enter?

A: Through \((E_+-E_-)^2/4=|f|^2+4D^2\chi^2\), in two regimes. If \(27D^2\ge1\), then

\[
|f|^2+4D^2\chi^2\ge|f|^2+\tfrac{4}{27}\chi^2\ge1,
\]

so the splitting is at least 2. If \(27D^2\le1\), then

\[
|f|^2+4D^2\chi^2\ge D^2\bigl(27|f|^2+4\chi^2\bigr)\ge27D^2,
\]

so the splitting is at least \(6\sqrt3|D|\). `splitting_lower_bound` follows the same division and combines the results as a minimum; `scale_sq` supplies \((3\sqrt3|D|)^2=27D^2\).

```lean
/-- Square of the coupling scale `3√3|D|`. -/
private theorem scale_sq (D : ℝ) : (3 * √3 * |D|) ^ 2 = 27 * D ^ 2 := by
  rw [mul_pow, mul_pow, sq_abs, Real.sq_sqrt (by norm_num)]
  ring

/-- At every momentum the bands are at least `min 2 (6√3|D|)` apart. -/
theorem splitting_lower_bound (D a b : ℝ) :
    min 2 (6 * √3 * |D|) ≤ upperBand D a b - lowerBand D a b := by
  have h := structureFactor_chirality_bound a b
  have hF := Complex.normSq_nonneg (structureFactor a b)
  unfold upperBand lowerBand
  rcases le_total 1 (27 * D ^ 2) with hD | hD
  · have h1 : (1 : ℝ) ≤ halfSplitting D a b := by
      refine (le_abs_self _).trans (Real.abs_le_sqrt ?_)
      nlinarith [mul_nonneg (sub_nonneg.2 hD) (sq_nonneg (chirality a b))]
    linarith [min_le_left 2 (6 * √3 * |D|)]
  · have h1 : 3 * √3 * |D| ≤ halfSplitting D a b := by
      refine (le_abs_self _).trans (Real.abs_le_sqrt ?_)
      rw [scale_sq]
      nlinarith [mul_nonneg (sub_nonneg.2 hD) hF, mul_nonneg (sq_nonneg D) (sub_nonneg.2 h)]
    linarith [min_le_right 2 (6 * √3 * |D|)]
```

Q: I still want the Dirac-point value. Did someone insert the coordinates of the zone corner?

A: No, the only hypothesis is \(f=0\). Its real and imaginary parts give \(\cos b=-1-\cos a\) and \(\sin b=-\sin a\). Squaring and adding gives \(1=2+2\cos a\), hence \(\cos a=\cos b=-\tfrac12\) and \(\sin^2a=\tfrac34\). Then \(\sin(b-a)=\sin a\), so \(\chi=3\sin a\) and \(\chi^2=\tfrac{27}{4}\). The splitting is

\[
2\cdot2|D|\cdot\tfrac{3\sqrt3}{2}=6\sqrt3\,|D| .
\]

`splitting_at_dirac_point` follows this calculation, except that it evaluates \(\sin^2a\) only after finding \(\chi=3\sin a\).

```lean
/-- Wherever the structure factor vanishes, the bands are `6√3|D|` apart. -/
theorem splitting_at_dirac_point (D : ℝ) {a b : ℝ} (hf : structureFactor a b = 0) :
    upperBand D a b - lowerBand D a b = 6 * √3 * |D| := by
  obtain ⟨hre, him⟩ := structureFactor_re_im a b
  rw [hf, Complex.zero_re] at hre
  rw [hf, Complex.zero_im] at him
  have hcb : Real.cos b = -1 - Real.cos a := by linarith
  have hsb : Real.sin b = -Real.sin a := by linarith
  have ha := Real.sin_sq_add_cos_sq a
  have hb := Real.sin_sq_add_cos_sq b
  rw [hcb, hsb] at hb
  have hca : Real.cos a = -1 / 2 := by linarith
  have hS : chirality a b = 3 * Real.sin a := by
    rw [chirality, Real.sin_sub, hsb, hcb, hca]
    ring
  rw [hca] at ha
  have hm : (2 * D * chirality a b) ^ 2 = (3 * √3 * |D|) ^ 2 := by
    rw [scale_sq, hS]
    linear_combination 36 * D ^ 2 * ha
  have he : halfSplitting D a b = 3 * √3 * |D| := by
    rw [halfSplitting, hf, map_zero, zero_add, hm, Real.sqrt_sq (by positivity)]
  rw [upperBand, lowerBand, he]
  ring
```

Q: Read me the main theorem, then.

A: For real \(D\neq0\) and any real \(a,b\), `topological_magnon_gap` says three things: the eigenvalues of the Bloch matrix are exactly the two band values; the lower one is strictly below the upper one; and if \(f=0\) at that momentum, they differ by \(6\sqrt3|D|\). Strictness follows from the lower bound, because \(\min(2,6\sqrt3|D|)\) is positive.

```lean
/-- For nonzero `D` the Bloch matrix has two distinct eigenvalues at every momentum, and they are
`6√3|D|` apart wherever the structure factor vanishes. -/
theorem topological_magnon_gap {D : ℝ} (hD : D ≠ 0) (a b : ℝ) :
    (∀ E : ℂ, IsMagnonEnergy D a b E ↔
      E = (lowerBand D a b : ℂ) ∨ E = (upperBand D a b : ℂ)) ∧
    lowerBand D a b < upperBand D a b ∧
    (structureFactor a b = 0 → upperBand D a b - lowerBand D a b = 6 * √3 * |D|) := by
  refine ⟨isMagnonEnergy_iff D a b, ?_, splitting_at_dirac_point D⟩
  have hpos : 0 < |D| := abs_pos.2 hD
  have h : 0 < min 2 (6 * √3 * |D|) := lt_min (by norm_num) (by positivity)
  linarith [splitting_lower_bound D a b]
```

Q: An experimentalist would call \(6\sqrt3|D|\) "the gap". Is it the smallest separation?

A: Only for \(|D|\le1/(3\sqrt3)\approx0.192\). Beyond that, the point \((\pi,0)\) takes over: there \(f=1\) and \(\chi=0\), so the splitting is 2 whatever \(D\) is. `isLeast_splitting` states that \(\min(2,6\sqrt3|D|)\) is the least element of the set of all splittings, which means that it is a lower bound and is attained. The proof exhibits \((\pi,0)\) for strong coupling and \((2\pi/3,-2\pi/3)\), where \(f=0\), for weak coupling. It holds at \(D=0\) too, where the minimum is zero and the bands touch.

```lean
/-- The smallest splitting of the two bands at equal momentum is `min 2 (6√3|D|)`. -/
theorem isLeast_splitting (D : ℝ) :
    IsLeast (Set.range fun p : ℝ × ℝ => upperBand D p.1 p.2 - lowerBand D p.1 p.2)
      (min 2 (6 * √3 * |D|)) := by
  constructor
  · rcases le_total 2 (6 * √3 * |D|) with h | h
    · -- strong coupling: the minimum is reached at (π, 0)
      refine ⟨(Real.pi, 0), ?_⟩
      have hF : Complex.normSq (structureFactor Real.pi 0) = 1 := by
        rw [Complex.normSq_apply, (structureFactor_re_im _ _).1, (structureFactor_re_im _ _).2]
        simp
      have hS : chirality Real.pi 0 = 0 := by simp [chirality]
      have he : halfSplitting D Real.pi 0 = 1 := by
        rw [halfSplitting, hF, hS]
        simp
      rw [min_eq_left h]
      simp only [upperBand, lowerBand, he]
      norm_num
    · -- weak coupling: the minimum is reached at a zero of the structure factor
      refine ⟨(Real.pi - Real.pi / 3, -(Real.pi - Real.pi / 3)), ?_⟩
      rw [min_eq_right h]
      apply splitting_at_dirac_point
      apply Complex.ext
      · rw [(structureFactor_re_im _ _).1, Real.cos_neg, Real.cos_pi_sub, Real.cos_pi_div_three,
          Complex.zero_re]
        norm_num
      · rw [(structureFactor_re_im _ _).2, Real.sin_neg, Complex.zero_im]
        ring
  · rintro _ ⟨p, rfl⟩
    exact splitting_lower_bound D p.1 p.2

end

end HoneycombTopologicalMagnons
```

```lean
#print axioms HoneycombTopologicalMagnons.topological_magnon_gap
#print axioms HoneycombTopologicalMagnons.isLeast_splitting
```

```
'HoneycombTopologicalMagnons.topological_magnon_gap' depends on axioms: [propext, Classical.choice, Quot.sound]
'HoneycombTopologicalMagnons.isLeast_splitting' depends on axioms: [propext, Classical.choice, Quot.sound]
```

Q: That compares the bands at equal momentum. Could the top of the lower band still overlap the bottom of the upper one elsewhere?

A: Not in this model when \(D\neq0\). The bands lie symmetrically about the constant 3, so the lower one never rises above \(3-\tfrac12\min(2,6\sqrt3|D|)\), and the upper one never falls below the mirror value. A momentum-dependent diagonal shift common to both sublattices would spoil that symmetry.

Q: Give me numbers.

A: Take \(D=0.1\) at \((2\pi/3,-2\pi/3)\). All three terms of \(\chi\) equal \(0.866\), so \(\chi\approx2.598\) and \(g\approx0.520\). Since \(f=0\), the matrix is diagonal with energies \(3.520\) and \(2.480\), which are \(1.039\) apart. At \((\pi,0)\) the energies are 4 and 2, so the Dirac point has the smaller splitting. With \(D=0.3\) the Dirac splitting grows to about \(3.118\), while the one at \((\pi,0)\) stays at 2 and is now the minimum.

Q: So if I fit \(D\) to the smallest splitting in a computed spectrum, I could be misled.

A: Yes. Within this non-interacting model with nearest-neighbour exchange, the smallest splitting determines \(|D|\) only while it is below 2; once it equals 2, it gives just the bound \(|D|\ge1/(3\sqrt3)\). There is also a limit from above: at a Dirac point the lower energy is \(3-3\sqrt3|D|\), which is negative for \(|D|>1/\sqrt3\approx0.577\), so the ferromagnetic state assumed here is then not the ground state. The theorems about the matrix still hold there, but they no longer describe the magnet. Up to that limit the splitting at the Dirac point determines \(|D|\), though never its sign.
